# Mean distance of a hard-wall image-potential state: 3/(16E) in atomic units

Before an image-potential state is computed on a grid or in a slab cell, someone has to fix the thickness of the vacuum. The state lies mostly outside the surface, and a box sized for the occupied states can cut it off. In a model with one electron, a hard wall at the surface and the classical image potential outside, the mean distance from the surface follows from the binding energy alone.

Let z > 0 be the distance from the surface in bohr and let u(z) be the wave function. An electron at z is attracted by its image charge at −z, which gives the potential energy −1/(4z) in hartree for a perfect conductor. At energy −κ²/2, with κ > 0, the Schrödinger equation is

−u''/2 − u/(4z) = −(κ²/2) u.

Take u = p(z) exp(−κz), where p is a nonzero real polynomial with p(0) = 0. Write ⟨f⟩ for the integral of f u² over z > 0 divided by the integral of u², and E = κ²/2 for the binding energy. Then

⟨1/z⟩ = 4κ² = 8E,

⟨z⟩ = 3/(8κ²) = 3/(16E).

The mean distance is inversely proportional to the binding energy: the second state is bound a quarter as strongly as the first and lies four times as far out on average.

## Choosing the vacuum length

The result concerns calculations in which the potential really has the image tail, for example a one-dimensional model potential on a grid. Standard semilocal density functionals such as LDA and PBE give a potential that decays too fast outside a metal surface, so with them the tail has to be supplied in some other way.

The Lean file below stops at the two means; the level formula and the tail estimate used here are short additions by hand. If p has degree n, comparing the coefficients of zⁿ⁻¹ in

p'' − 2κp' + p/(2z) = 0

gives 2κn = 1/2, hence κ = 1/(4n) and E = 1/(32n²). The mean distance is then 6n² bohr: 6 for the first state, 24 for the second and 54 for the third.

A box length L needs a statement about the density beyond L. There L u² ≤ z u², so the fraction of the density beyond L is at most

⟨z⟩/L = 3/(16 E L).

For the second state, E = 1/128 hartree, and L = 240 bohr guarantees that at most a tenth of the density lies outside. The bound needs nothing except E, but it is far from sharp, since the density decays exponentially. For the second state, u = z(1 − z/8) exp(−z/8), direct integration gives the fraction (1 + t + t²/2 + t⁴/8) exp(−t) beyond L, with t = L/4. At L = 40 bohr this is already only about 6 %. It concerns the state on the full half-line, not the one recomputed in a truncated box. In a slab cell with two free surfaces, both send such tails into the same vacuum gap.

## Two total derivatives

Write the equation as u'' = W u with W = κ² − 1/(2z), so that zW = κ²z − 1/2. For the first mean, take

B₁ = z u'² − (κ²z − 1/2) u² − u u'.

Differentiating gives

B₁' = u'² + 2z u'u'' − κ²u² − 2(κ²z − 1/2) u u' − u'² − u u''.

The two u'² terms cancel. After inserting u'' = W u, the terms in u u' cancel as well, and what remains is

B₁' = −κ²u² − W u² = u²/(2z) − 2κ²u².

At z = 0 the function B₁ vanishes because u(0) = 0, and at infinity the exponential removes it. Integrating over z > 0 therefore gives

(1/2) ∫ u²/z dz = 2κ² ∫ u² dz,

which is ⟨1/z⟩ = 4κ². This is the virial relation: the mean potential energy −⟨1/z⟩/4 = −κ² is twice the total energy.

For the mean distance, take

B₂ = z²u'² − (κ²z² − z/2) u² − 2z u u' + u².

Its derivative is

B₂' = 2z u'² + 2z²u'u'' − (2κ²z − 1/2) u² − 2(κ²z² − z/2) u u' − 2u u' − 2z u'² − 2z u u'' + 2u u'.

The terms in u'² and u u' cancel again after u'' = W u is inserted, leaving

B₂' = −(2κ²z − 1/2) u² − 2(κ²z − 1/2) u² = (3/2 − 4κ²z) u².

B₂ also vanishes at both ends, so

4κ² ∫ z u² dz = (3/2) ∫ u² dz,

and ⟨z⟩ = 3/(8κ²). Dividing by the norm is allowed because a nonzero polynomial has finitely many zeros, so the integral of u² is positive.

## The same argument in Lean

`wave p κ` is the function u, and `IsImageState p κ` is the Schrödinger equation at every z > 0, with `deriv (deriv (wave p κ))` as the second derivative. `mean f p κ` is the ratio of integrals over `Ioi 0`, the open half-line, so u need not be normalised.

The proof moves the calculus into polynomial algebra. By `hasDerivAt_wave`, differentiating u replaces p by p' − κp, which is called `dress κ p`. By `wave_sq`, u² is again a polynomial times an exponential, with decay rate 2κ. The lemmas `tendsto_wave` and `integrable_wave` show that such functions vanish at infinity and are integrable; the second spends half of the exponential on taming the polynomial.

`moment_balance` integrates a total derivative and discards the boundary values. Its argument `B` is the polynomial prefactor of B₁ or B₂. The factor 1/z is handled by `exists_factor`, which writes p = zq with a polynomial q, so that u²/z has the prefactor pq and no singularity. `reduced_equation` cancels the exponential from the Schrödinger equation and leaves u'' = W u as an identity between polynomial values.

In `inverse_moment` and `first_moment`, the `linear_combination` steps insert that identity and p = zq into the derivatives of B₁ and B₂. `norm_pos` supplies the positive norm, and `image_state_extent` divides by it.

```lean
import Mathlib

open Polynomial MeasureTheory Set Filter Topology

noncomputable section

namespace ImageStateExtent

/-- The wave function `u(z) = p(z) exp(-κ z)` at distance `z` from the surface. -/
def wave (p : ℝ[X]) (κ z : ℝ) : ℝ := p.eval z * Real.exp (-κ * z)

/-- The polynomial `p' - κ p`, the prefactor of the derivative of `p(z) exp(-κ z)`. -/
def dress (κ : ℝ) (p : ℝ[X]) : ℝ[X] := derivative p - C κ * p

/-- The Schrödinger equation in the image potential `-1/(4z)` on the vacuum side `z > 0`,
at energy `-κ²/2`, in atomic units. -/
def IsImageState (p : ℝ[X]) (κ : ℝ) : Prop :=
  ∀ z : ℝ, 0 < z → -(deriv (deriv (wave p κ)) z) / 2 - wave p κ z / (4 * z)
    = -(κ ^ 2 / 2) * wave p κ z

/-- The mean of `f(z)` weighted with `u²` over the vacuum `z > 0`, for `κ > 0`, `p ≠ 0` and
`f u²` integrable. -/
def mean (f : ℝ → ℝ) (p : ℝ[X]) (κ : ℝ) : ℝ :=
  (∫ z in Ioi (0 : ℝ), f z * wave p κ z ^ 2) / ∫ z in Ioi (0 : ℝ), wave p κ z ^ 2

/-- Differentiating `p(z) exp(-κ z)` replaces `p` by `p' - κ p`. -/
theorem hasDerivAt_wave (p : ℝ[X]) (κ z : ℝ) :
    HasDerivAt (wave p κ) (wave (dress κ p) κ z) z := by
  have he : HasDerivAt (fun z : ℝ => Real.exp (-κ * z)) (Real.exp (-κ * z) * (-κ * 1)) z :=
    ((hasDerivAt_id' z).const_mul (-κ)).exp
  refine HasDerivAt.congr_deriv ((p.hasDerivAt z).fun_mul he) ?_
  simp only [wave, dress, eval_sub, eval_mul, eval_C]
  ring

lemma deriv_wave (p : ℝ[X]) (κ : ℝ) : deriv (wave p κ) = wave (dress κ p) κ :=
  funext fun z => (hasDerivAt_wave p κ z).deriv

lemma wave_sq (p : ℝ[X]) (κ z : ℝ) : wave p κ z ^ 2 = wave (p * p) (2 * κ) z := by
  have h : Real.exp (-(2 * κ) * z) = Real.exp (-κ * z) * Real.exp (-κ * z) := by
    rw [← Real.exp_add]
    congr 1
    ring
  simp only [wave, eval_mul, h]
  ring

lemma tendsto_wave (P : ℝ[X]) {b : ℝ} (hb : 0 < b) : Tendsto (wave P b) atTop (𝓝 0) := by
  refine Polynomial.induction_on' P ?_ ?_
  · intro P Q hP hQ
    have h := hP.add hQ
    rw [add_zero] at h
    refine h.congr fun z => ?_
    simp only [wave, eval_add]
    ring
  · intro n a
    have h := (tendsto_rpow_mul_exp_neg_mul_atTop_nhds_zero (n : ℝ) b hb).const_mul a
    rw [mul_zero] at h
    refine h.congr fun z => ?_
    simp only [wave, eval_monomial, Real.rpow_natCast]
    ring

lemma integrable_wave (P : ℝ[X]) {b : ℝ} (hb : 0 < b) :
    IntegrableOn (wave P b) (Ioi 0) := by
  have hc : Continuous (wave P b) :=
    continuous_iff_continuousAt.2 fun z => (hasDerivAt_wave P b z).continuousAt
  -- half of the exponential absorbs the polynomial
  have h := ((tendsto_wave P (half_pos hb)).isBigO_one ℝ).mul
    (Asymptotics.isBigO_refl (fun x : ℝ => Real.exp (-(b / 2) * x)) atTop)
  refine integrable_of_isBigO_exp_neg (half_pos hb) hc.continuousOn
    (h.congr (fun z => ?_) (fun z => one_mul _))
  simp only [wave]
  rw [mul_assoc, ← Real.exp_add]
  congr 2
  ring

/-- If `a F - c G`, times `exp(-b z)` with `b > 0`, is the derivative of `B(z) exp(-b z)` on
`z > 0` and `B(0) = 0`, then the integrals of the two parts balance. -/
theorem moment_balance (B F G : ℝ[X]) {a b c : ℝ} (hb : 0 < b) (hB : B.eval 0 = 0)
    (h : ∀ z : ℝ, 0 < z → (dress b B).eval z = a * F.eval z - c * G.eval z) :
    a * ∫ z in Ioi (0 : ℝ), wave F b z = c * ∫ z in Ioi (0 : ℝ), wave G b z := by
  have hF : Integrable (wave F b) (volume.restrict (Ioi 0)) := integrable_wave F hb
  have hG : Integrable (wave G b) (volume.restrict (Ioi 0)) := integrable_wave G hb
  have h1 : ∫ z in Ioi (0 : ℝ), wave (dress b B) b z = 0 - wave B b 0 :=
    integral_Ioi_of_hasDerivAt_of_tendsto' (fun z _ => hasDerivAt_wave B b z)
      (integrable_wave _ hb) (tendsto_wave B hb)
  have h2 : ∫ z in Ioi (0 : ℝ), wave (dress b B) b z
      = a * (∫ z in Ioi (0 : ℝ), wave F b z) - c * ∫ z in Ioi (0 : ℝ), wave G b z := by
    rw [← integral_const_mul, ← integral_const_mul,
      ← integral_sub (hF.const_mul a) (hG.const_mul c)]
    refine setIntegral_congr_fun measurableSet_Ioi fun z hz => ?_
    simp only [wave]
    rw [h z hz]
    ring
  have h3 : wave B b 0 = 0 := by simp only [wave, hB, zero_mul]
  linarith

lemma exists_factor {p : ℝ[X]} (h0 : p.eval 0 = 0) :
    ∃ q : ℝ[X], ∀ z, p.eval z = z * q.eval z := by
  obtain ⟨q, hq⟩ := X_dvd_iff.2 ((coeff_zero_eq_eval_zero p).trans h0)
  exact ⟨q, fun z => by rw [hq, eval_mul, eval_X]⟩

lemma reduced_equation {p q : ℝ[X]} {κ z : ℝ} (hq : ∀ z, p.eval z = z * q.eval z)
    (hs : IsImageState p κ) (hz : 0 < z) :
    (dress κ (dress κ p)).eval z = κ ^ 2 * p.eval z - q.eval z / 2 := by
  have h := hs z hz
  rw [deriv_wave, deriv_wave] at h
  simp only [wave] at h
  have hd : p.eval z * Real.exp (-κ * z) / (4 * z) = q.eval z * Real.exp (-κ * z) / 4 := by
    rw [hq]
    field_simp
  apply mul_right_cancel₀ (Real.exp_ne_zero (-κ * z))
  linear_combination (-2) * h - 2 * hd

/-- Virial relation: for an image state with `κ > 0` and `p(0) = 0`, the integral of `u²/z`
is `4κ²` times the integral of `u²`. -/
theorem inverse_moment {p : ℝ[X]} {κ : ℝ} (hκ : 0 < κ) (h0 : p.eval 0 = 0)
    (hs : IsImageState p κ) :
    ∫ z in Ioi (0 : ℝ), z⁻¹ * wave p κ z ^ 2
      = 4 * κ ^ 2 * ∫ z in Ioi (0 : ℝ), wave p κ z ^ 2 := by
  obtain ⟨q, hq⟩ := exists_factor h0
  have e : ∫ z in Ioi (0 : ℝ), z⁻¹ * wave p κ z ^ 2
      = ∫ z in Ioi (0 : ℝ), wave (p * q) (2 * κ) z := by
    refine setIntegral_congr_fun measurableSet_Ioi fun z hz => ?_
    have hz' : z ≠ 0 := ne_of_gt hz
    have hc : z⁻¹ * p.eval z = q.eval z := by rw [hq, inv_mul_cancel_left₀ hz']
    simp only [wave_sq]
    simp only [wave, eval_mul]
    linear_combination (p.eval z * Real.exp (-(2 * κ) * z)) * hc
  -- the total derivative of z u'² - (κ² z - 1/2) u² - u u'
  have h := moment_balance (a := 1 / 2) (c := 2 * κ ^ 2)
    (X * (dress κ p * dress κ p) - (C (κ ^ 2) * X - C (1 / 2)) * (p * p) - p * dress κ p)
    (p * q) (p * p) (mul_pos two_pos hκ)
    (by simp only [eval_sub, eval_mul, eval_X, eval_C, h0]; ring)
    (fun z hz => by
      have ho := reduced_equation hq hs hz
      have hqz := hq z
      simp only [dress, derivative_sub, derivative_mul, derivative_C, derivative_X,
        eval_sub, eval_add, eval_mul, eval_C, eval_X, eval_zero, eval_one] at ho ⊢
      linear_combination (2 * z * ((derivative p).eval z - κ * p.eval z) - p.eval z) * ho
        + ((derivative p).eval z - κ * p.eval z) * hqz)
  rw [e]
  simp only [wave_sq]
  linarith

/-- Next hypervirial relation: for an image state with `κ > 0` and `p(0) = 0`, `8κ²` times
the integral of `z u²` is three times the integral of `u²`. -/
theorem first_moment {p : ℝ[X]} {κ : ℝ} (hκ : 0 < κ) (h0 : p.eval 0 = 0)
    (hs : IsImageState p κ) :
    8 * κ ^ 2 * ∫ z in Ioi (0 : ℝ), z * wave p κ z ^ 2
      = 3 * ∫ z in Ioi (0 : ℝ), wave p κ z ^ 2 := by
  obtain ⟨q, hq⟩ := exists_factor h0
  have e : ∀ z, z * wave p κ z ^ 2 = wave (X * (p * p)) (2 * κ) z := fun z => by
    rw [wave_sq]
    simp only [wave, eval_mul, eval_X]
    ring
  -- the total derivative of z² u'² - (κ² z² - z/2) u² - 2 z u u' + u²
  have h := moment_balance (a := 3 / 2) (c := 4 * κ ^ 2)
    (X * X * (dress κ p * dress κ p) - (C (κ ^ 2) * (X * X) - C (1 / 2) * X) * (p * p)
      - C 2 * X * (p * dress κ p) + p * p)
    (p * p) (X * (p * p)) (mul_pos two_pos hκ)
    (by simp only [eval_sub, eval_add, eval_mul, eval_X, eval_C, h0]; ring)
    (fun z hz => by
      have ho := reduced_equation hq hs hz
      have hqz := hq z
      simp only [dress, derivative_sub, derivative_add, derivative_mul, derivative_C,
        derivative_X, eval_sub, eval_add, eval_mul, eval_C, eval_X, eval_zero,
        eval_one] at ho ⊢
      linear_combination (2 * z ^ 2 * ((derivative p).eval z - κ * p.eval z)
        - 2 * z * p.eval z) * ho
        + (z * ((derivative p).eval z - κ * p.eval z) - p.eval z) * hqz)
  simp only [e]
  simp only [wave_sq]
  linarith

/-- For `κ > 0` and `p ≠ 0` the integral of `u²` over the vacuum is positive. -/
theorem norm_pos {p : ℝ[X]} {κ : ℝ} (hκ : 0 < κ) (hp : p ≠ 0) :
    0 < ∫ z in Ioi (0 : ℝ), wave p κ z ^ 2 := by
  have hi : IntegrableOn (fun z => wave p κ z ^ 2) (Ioi 0) := by
    simp only [wave_sq]
    exact integrable_wave _ (mul_pos two_pos hκ)
  rw [setIntegral_pos_iff_support_of_nonneg_ae
    (Eventually.of_forall fun z => sq_nonneg (wave p κ z)) hi]
  -- u vanishes only at the finitely many roots of p
  have hm : 0 < volume (Ioi (0 : ℝ) \ (p.roots.toFinset : Set ℝ)) := by
    rw [measure_sdiff_null (p.roots.toFinset.finite_toSet.measure_zero volume),
      Real.volume_Ioi]
    exact ENNReal.zero_lt_top
  refine hm.trans_le (measure_mono fun z hz => ⟨?_, hz.1⟩)
  have hr : p.eval z ≠ 0 := fun h => hz.2 (by
    rw [Finset.mem_coe, Multiset.mem_toFinset]
    exact (mem_roots hp).2 h)
  exact pow_ne_zero 2 (mul_ne_zero hr (Real.exp_ne_zero _))

/-- For an image state `u = p(z) exp(-κ z)` with `κ > 0`, `p ≠ 0` and `p(0) = 0`, the mean of
`1/z` is `4κ²` and the mean distance is `3/(8κ²)`, that is `3/16` over the binding energy
`κ²/2`. -/
theorem image_state_extent {p : ℝ[X]} {κ : ℝ} (hκ : 0 < κ) (hp : p ≠ 0)
    (h0 : p.eval 0 = 0) (hs : IsImageState p κ) :
    mean (fun z => z⁻¹) p κ = 4 * κ ^ 2 ∧ mean (fun z => z) p κ = 3 / (8 * κ ^ 2) ∧
      mean (fun z => z) p κ = (3 / 16) / (κ ^ 2 / 2) := by
  have hN := norm_pos hκ hp
  have h2 : mean (fun z => z) p κ = 3 / (8 * κ ^ 2) := by
    unfold mean
    rw [div_eq_div_iff hN.ne' (by positivity)]
    linarith [first_moment hκ h0 hs]
  refine ⟨?_, h2, ?_⟩
  · unfold mean
    rw [div_eq_iff hN.ne']
    exact inverse_moment hκ h0 hs
  · rw [h2]
    field_simp
    norm_num

/-- The function `z exp(-z/4)` is an image state with `κ = 1/4`, and its polynomial is
nonzero and vanishes at the surface. -/
theorem image_state_witness :
    IsImageState X (1 / 4) ∧ (X : ℝ[X]) ≠ 0 ∧ (X : ℝ[X]).eval 0 = 0 := by
  refine ⟨fun z hz => ?_, X_ne_zero, eval_X⟩
  have hz' : z ≠ 0 := hz.ne'
  rw [deriv_wave, deriv_wave]
  simp only [wave, dress, derivative_sub, derivative_mul, derivative_C, derivative_X,
    derivative_one, eval_sub, eval_add, eval_mul, eval_C, eval_X, eval_zero, eval_one]
  generalize Real.exp (-(1 / 4) * z) = E
  have h : z * E / (4 * z) = E / 4 := by field_simp
  linear_combination (-1) * h

end ImageStateExtent
```

```lean
#print axioms ImageStateExtent.image_state_extent
-- 'ImageStateExtent.image_state_extent' depends on axioms: [propext, Classical.choice, Quot.sound]
```

## Which surfaces and states the theorem describes

`image_state_extent` states three equalities: ⟨1/z⟩ = 4κ², ⟨z⟩ = 3/(8κ²), and the second value rewritten as 3/16 divided by κ²/2. They hold for every κ > 0 and every nonzero p with p(0) = 0 that satisfy the equation, whatever the number of nodes.

`image_state_witness` shows that the conditions can be met, with p = z and κ = 1/4. The normalised form of this state is z exp(−z/4)/4, and the theorem gives it ⟨1/z⟩ = 1/4 and ⟨z⟩ = 6 bohr.

The form polynomial times exponential is assumed; the theorem does not derive it from square integrability. The condition p(0) = 0 stands for the impenetrable wall. For a polynomial p it already follows from the equation, since otherwise u/(4z) would diverge at the surface with nothing to balance it. Keeping it as a hypothesis makes the boundary condition visible. The condition `p ≠ 0` excludes a state of zero norm.

A real surface lets the wave function penetrate, and its potential departs from −1/(4z) close to the surface. Both change the energies and the means, so for such a model 3/(16E) is an estimate of the length scale and not an identity. A dielectric has a weaker image potential, which changes the coefficients. Motion parallel to the surface, coupling to bulk bands and finite lifetimes are absent from the model.

The theorem concerns exact integrals over an infinite half-line. It gives no error estimate for a finite grid, a basis set or a periodic cell.
